# For invertible 1 − gʳSʳ, the Dyson equation of the lesser Green's function is equivalent to the Keldysh equation with its initial-condition term

The declaration `keldysh_equation` concerns the lesser Green's function `Gl` of a system with a self-energy, with all propagators and self-energies taken as elements of a ring that need not be commutative. It assumes that `Gr` solves the retarded Dyson equation `Gr = gr + gr * Sr * Gr` and that `1 - gr * Sr` is invertible; nothing is assumed of the advanced function `Ga`. It then states that `Gl` satisfies its own Dyson equation, in which `Gl` appears on both sides, exactly when `Gl = (1 + Gr * Sr) * gl * (1 + Sa * Ga) + Gr * Sl * Ga`, where the first term carries the bare lesser function `gl` and so the initial condition. The proof multiplies the Keldysh form by `1 - gr * Sr`, which removes the retarded dressing (the step `key`), and uses the result in both directions, cancelling the invertible factor in the forward one.

The first attempt, which Lean rejects:

```lean
import Mathlib

open Matrix

namespace KeldyshEquation

variable {R : Type*} [Ring R]
variable {gr gl ga Sr Sl Sa Gr Gl Ga : R}

/-- The Dyson equation `G = g + g S G` for a bare propagator `g`, a self-energy `S` and a
full propagator `G`. -/
def Dyson (g S G : R) : Prop := G = g + g * S * G

/-- The Dyson equation in solved form: `(1 - g S) G = g`. -/
theorem dyson_solved {g S G : R} (h : Dyson g S G) : (1 - g * S) * G = g := by
  rw [sub_mul, one_mul]
  exact sub_eq_of_eq_add h

/-- The factor `1 + G S` is a right inverse of `1 - g S` when `G` solves the Dyson equation. -/
theorem dressing_factor {g S G : R} (h : Dyson g S G) :
    (1 - g * S) * (1 + G * S) = 1 := by
  calc (1 - g * S) * (1 + G * S) = (1 - g * S) + ((1 - g * S) * G) * S := by noncomm_ring
    _ = 1 := by rw [dyson_solved h, sub_add_cancel]

/-- Keldysh equation with its initial-condition term: if `Gr` solves the retarded Dyson equation
and `1 - gr Sr` is invertible, the Dyson equation of the lesser function `Gl` is equivalent to
`Gl = (1 + Gr Sr) gl (1 + Sa Ga) + Gr Sl Ga`. -/
theorem keldysh_equation (hu : IsUnit (1 - gr * Sr)) (hr : Dyson gr Sr Gr) :
    Gl = gl + gl * Sa * Ga + gr * Sl * Ga + gr * Sr * Gl ↔
      Gl = (1 + Gr * Sr) * gl * (1 + Sa * Ga) + Gr * Sl * Ga := by
  -- multiplying the Keldysh form by `1 - gr Sr` removes the retarded dressing
  have key : (1 - gr * Sr) * ((1 + Gr * Sr) * gl * (1 + Sa * Ga) + Gr * Sl * Ga)
      = gl * (1 + Sa * Ga) + gr * Sl * Ga := by
    calc (1 - gr * Sr) * ((1 + Gr * Sr) * gl * (1 + Sa * Ga) + Gr * Sl * Ga)
        = ((1 - gr * Sr) * (1 + Gr * Sr)) * (gl * (1 + Sa * Ga))
          + ((1 - gr * Sr) * Gr) * Sl * Ga := by simp only [mul_add, mul_assoc]
      _ = gl * (1 + Sa * Ga) + gr * Sl * Ga := by
          rw [dressing_factor hr, dyson_solved hr, one_mul]
  constructor
  · intro hl
    apply hu.mul_left_cancel
    rw [key, sub_mul, one_mul]
    apply sub_eq_of_eq_add
    refine hl.trans ?_
    noncomm_ring
  · intro h
    have e : (1 - gr * Sr) * Gl = gl * (1 + Sa * Ga) + gr * Sl * Ga := by
      rw [h]
      exact key
    calc Gl = (1 - gr * Sr) * Gl + gr * Sr * Gl := by noncomm_ring
      _ = gl * (1 + Sa * Ga) + gr * Sl * Ga + gr * Sr * Gl := by rw [e]
      _ = gl + gl * Sa * Ga + gr * Sl * Ga + gr * Sr * Gl := by noncomm_ring

end KeldyshEquation
```

The compiler's answer:

```
Main.lean:36:46: error: unsolved goals
R : Type u_1
inst✝ : Ring R
gr gl Sr Sl Sa Gr Gl Ga : R
hu : IsUnit (1 - gr * Sr)
hr : Dyson gr Sr Gr
⊢ (1 - gr * Sr) * ((1 + Gr * Sr) * (gl * 1)) + (1 - gr * Sr) * ((1 + Gr * Sr) * (gl * (Sa * Ga))) +
      (1 - gr * Sr) * (Gr * (Sl * Ga)) =
    ((1 - gr * Sr) * 1 + (1 - gr * Sr) * (Gr * Sr)) * (gl * 1) +
        ((1 - gr * Sr) * 1 + (1 - gr * Sr) * (Gr * Sr)) * (gl * (Sa * Ga)) +
      (1 - gr * Sr) * (Gr * (Sl * Ga))
```

The error is in the first step of the `calc` inside `key`, which only regroups products and is true in any ring. `simp only [mul_add, mul_assoc]` rewrote both sides but left them in different forms, so the goal stayed open.

The lemma `mul_add` expands a product whose right factor is a sum. On the right-hand side of the goal, `1 + Gr * Sr` is the right factor in `(1 - gr * Sr) * (1 + Gr * Sr)`, so it was expanded. On the left-hand side, reassociation makes it the left factor of `(1 + Gr * Sr) * (gl * ...)`, where `mul_add` does not apply, so it stayed whole. Expanding a sum on the left of a product takes `add_mul`, which the `simp only` call was not given.

The repair replaces the call with `noncomm_ring`, which distributes products over sums on either side and never swaps factors. Both sides then reach the same form and the step closes.

This version goes through:

```diff
@@ -34,5 +34,5 @@
     calc (1 - gr * Sr) * ((1 + Gr * Sr) * gl * (1 + Sa * Ga) + Gr * Sl * Ga)
         = ((1 - gr * Sr) * (1 + Gr * Sr)) * (gl * (1 + Sa * Ga))
-          + ((1 - gr * Sr) * Gr) * Sl * Ga := by simp only [mul_add, mul_assoc]
+          + ((1 - gr * Sr) * Gr) * Sl * Ga := by noncomm_ring
       _ = gl * (1 + Sa * Ga) + gr * Sl * Ga := by
           rw [dressing_factor hr, dyson_solved hr, one_mul]
```
